# For a C² energy density h(|m|) with h′(0) = 0, the noncollinear kernel tends to h″(0) times the identity as m → 0

**A.** Let $m\in\mathbb R^3$ be the magnetisation at a point, $s=|m|$ its length and $u=m/s$ its direction. Let $h$ be a twice continuously differentiable real function with $h'(0)=0$, giving the exchange-correlation energy density $h(s)$ at fixed electron density. As $m\to0$ through nonzero values, $u$ has no limit, but the field $h'(s)\,u$ tends to $0$, and the kernel

$$K(m)=h''(s)\,uu^T+\frac{h'(s)}{s}\,(1-uu^T)$$

tends to $h''(0)\,1$. For a local functional of this form, a linear-response calculation on a nonmagnetic closed-shell reference therefore has a well-defined spin kernel, the same in every direction.

**Q.** Both formulas contain $u$, which is undefined at $m=0$. How can the limits exist?

**A.** The field has length $|h'(s)|$, because $|u|=1$, and this tends to $|h'(0)|=0$. For the kernel, collect the terms in $uu^T$:

$$K(m)=\frac{h'(s)}{s}\,1+\Big(h''(s)-\frac{h'(s)}{s}\Big)uu^T .$$

Since $h'(0)=0$, the ratio $h'(s)/s=(h'(s)-h'(0))/(s-0)$ is a difference quotient and tends to $h''(0)$. By continuity $h''(s)$ has the same limit, so the bracket tends to zero. The projector $uu^T$ keeps turning with $m$, but its norm is at most 1, so the second term vanishes.

**Q.** What does the condition $h'(0)=0$ stand for physically?

**A.** It says that the energy has no cusp at zero magnetisation. Along a fixed axis the energy is $h(|m_z|)$, with slope $h'(0)$ on one side of zero and $-h'(0)$ on the other. The two agree only if $h'(0)=0$.

**Q.** And if I drop it?

**A.** Take $h(s)=s$. The field is then $u$ itself, which has no limit, and the kernel is $(1-uu^T)/s$, which diverges in $\mathbb R^3$. Smoothness matters too: $h(s)=|s|^{3/2}$ is continuously differentiable with $h'(0)=0$, yet $h'(s)/s=\tfrac32 s^{-1/2}$ diverges for $s\to0^+$. One continuous derivative is not enough for the kernel.

**Q.** Now the formal version. Where is $\mathbb R^3$?

**A.** It is a special case. The file works in any real inner product space `V`, and `EuclideanSpace ℝ (Fin 3)` is the physical choice.

```lean
import Mathlib

open Filter Topology

namespace NoncollinearKernel

noncomputable section

variable {V : Type*} [NormedAddCommGroup V] [InnerProductSpace ℝ V]
```

The direction $u$ is `spinDir`.

```lean
/-- The direction `u = m / |m|` of the magnetisation, meaningful for `m ≠ 0`. -/
def spinDir (m : V) : V := ‖m‖⁻¹ • m
```

The projector $uu^T$ is a continuous linear map, which sends $v$ to $(u\cdot v)\,u$.

```lean
/-- The projector `u uᵀ` onto the direction of the magnetisation, for `m ≠ 0`. -/
def spinProj (m : V) : V →L[ℝ] V := (innerSL ℝ (spinDir m)).smulRight (spinDir m)
```

The field is the derivative of the energy with a plus sign, and magnetic-moment units are absorbed into $h$.

```lean
/-- The exchange-correlation magnetic field `h'(s) u` of the energy density `h(s)`, `s = |m|`,
for `m ≠ 0`; at `m = 0` the formula returns zero. -/
def xcField (h : ℝ → ℝ) (m : V) : V := deriv h ‖m‖ • spinDir m
```

The kernel is the formula above, with `deriv (deriv h)` for $h''$.

```lean
/-- The noncollinear kernel `h''(s) u uᵀ + (h'(s)/s) (1 - u uᵀ)`, for `m ≠ 0`. -/
def xcKernel (h : ℝ → ℝ) (m : V) : V →L[ℝ] V :=
  deriv (deriv h) ‖m‖ • spinProj m +
    (deriv h ‖m‖ / ‖m‖) • (ContinuousLinearMap.id ℝ V - spinProj m)
```

**Q.** What do these definitions return at $m=0$?

**A.** Zero in both cases, because Lean sets $0^{-1}=0$. When $h'(0)=0$, that is the right value for the field, but for the kernel it is wrong unless $h''(0)=0$. The limits are therefore taken along `𝓝[≠] 0`, the neighbourhoods of zero with zero itself removed.

**Q.** What has been idealised?

**A.** The density is held fixed, so mixed density–magnetisation derivatives are absent, and so are gradient corrections. Also, `h` is a function on all of $\mathbb R$, while physically $s$ runs from zero to the electron density. An energy density that is C² up to $s=0$ with $h'(0)=0$ extends evenly to negative $s$ and remains C². Its values far from zero do not affect the limits, which therefore also hold for local spin-density exchange at positive density, although its second derivative in $s$ diverges at full polarisation.

**Q.** Then take me through the proofs.

**A.** Two preparations come first. For $m\neq0$, $u$ is a unit vector and $m=su$.

```lean
/-- For `m ≠ 0` the direction `u` is a unit vector and `m = s u`. -/
theorem spinDir_polar {m : V} (hm : m ≠ 0) : ‖spinDir m‖ = 1 ∧ ‖m‖ • spinDir m = m := by
  have hs : ‖m‖ ≠ 0 := norm_ne_zero_iff.2 hm
  constructor
  · rw [spinDir, norm_smul, norm_inv, norm_norm, inv_mul_cancel₀ hs]
  · rw [spinDir, smul_inv_smul₀ hs]
```

The hypothesis `ContDiff ℝ 2 h` is unpacked into what the argument uses: $h'$ is differentiable and $h''$ is continuous.

```lean
/-- If `h` is twice continuously differentiable, then `h'` is differentiable and `h''` is
continuous. -/
theorem deriv_regular {h : ℝ → ℝ} (hh : ContDiff ℝ 2 h) :
    Differentiable ℝ (deriv h) ∧ Continuous (deriv (deriv h)) := by
  have h2 : ContDiff ℝ (1 + 1) h := by
    rw [one_add_one_eq_two]
    exact hh
  exact contDiff_one_iff_deriv.1 (contDiff_succ_iff_deriv.1 h2).2.2
```

**Q.** You showed that $h'(0)=0$ suffices for the field to have a limit. Is it also necessary?

**A.** Yes, for continuously differentiable $h$ and a space with a nonzero vector. Suppose the field tends to $L$. Fix a vector $v\neq0$ and approach zero along $tv$ with $t\to0^+$. The direction stays $v/|v|$, so $L=h'(0)\,v/|v|$. Along $-v$ the same argument gives $L=-h'(0)\,v/|v|$. Hence $h'(0)=0$.

In the code, `path` says that the ray reaches zero through nonzero points, `hray` that the direction is constant along it, and `key` identifies $L$ by uniqueness of limits. The last lines compare `e` with `-e`.

```lean
/-- In a space with a nonzero vector, let `h` be continuously differentiable. If the field `h'(s) u`
has any limit as `m` tends to zero, then `h'(0) = 0`. -/
theorem deriv_eq_zero_of_xcField_limit [Nontrivial V] {h : ℝ → ℝ} (hh : ContDiff ℝ 1 h) {L : V}
    (hL : Tendsto (xcField h) (𝓝[≠] (0 : V)) (𝓝 L)) : deriv h 0 = 0 := by
  have hφ : Continuous (deriv h) := (contDiff_one_iff_deriv.1 hh).2
  -- along the ray through `v` the field tends to `h'(0)` times the direction of `v`
  have key : ∀ v : V, v ≠ 0 → L = deriv h 0 • spinDir v := by
    intro v hv
    have path : Tendsto (fun t : ℝ => t • v) (𝓝[>] 0) (𝓝[≠] 0) := by
      refine tendsto_nhdsWithin_iff.2 ⟨?_, ?_⟩
      · have c : Continuous (fun t : ℝ => t • v) := by fun_prop
        have h0 := c.tendsto 0
        simp only [zero_smul] at h0
        exact h0.mono_left nhdsWithin_le_nhds
      · filter_upwards [self_mem_nhdsWithin] with t ht
        exact smul_ne_zero (Set.mem_Ioi.1 ht).ne' hv
    have c : Continuous (fun t : ℝ => deriv h ‖t • v‖ • spinDir v) :=
      (hφ.comp (by fun_prop : Continuous fun t : ℝ => ‖t • v‖)).smul continuous_const
    have h0 := c.tendsto 0
    simp only [zero_smul, norm_zero] at h0
    refine tendsto_nhds_unique (hL.comp path)
      ((h0.mono_left nhdsWithin_le_nhds).congr' ?_)
    filter_upwards [self_mem_nhdsWithin] with t ht
    have ht' : 0 < t := ht
    have hray : spinDir (t • v) = spinDir v := by
      rw [spinDir, spinDir, norm_smul, Real.norm_of_nonneg ht'.le, smul_smul, mul_inv,
        mul_right_comm, inv_mul_cancel₀ ht'.ne', one_mul]
    change _ = deriv h ‖t • v‖ • spinDir (t • v)
    rw [hray]
  -- opposite rays give opposite limits
  obtain ⟨e, he⟩ := exists_ne (0 : V)
  have hneg : spinDir (-e) = -spinDir e := by simp [spinDir]
  have h3 : deriv h 0 • spinDir e = -(deriv h 0 • spinDir e) :=
    (key e he).symm.trans ((key (-e) (neg_ne_zero.2 he)).trans (by rw [hneg, smul_neg]))
  have h4 : deriv h 0 • spinDir e = 0 := by
    linear_combination (norm := module) (1 / 2 : ℝ) • h3
  exact (smul_eq_zero.1 h4).resolve_right
    (smul_ne_zero (inv_ne_zero (norm_ne_zero_iff.2 he)) he)
```

That $u$ has no limit now follows with $h(s)=s$, whose field is $u$. A limit would force $h'(0)=0$, but here $h'(0)=1$.

```lean
/-- In a space with a nonzero vector, the direction `u = m / |m|` has no limit as the magnetisation
tends to zero. -/
theorem spinDir_no_limit [Nontrivial V] :
    ¬ ∃ L : V, Tendsto spinDir (𝓝[≠] (0 : V)) (𝓝 L) := by
  rintro ⟨L, hL⟩
  -- `u` is the field of the energy density `h(s) = s`
  have h1 := deriv_eq_zero_of_xcField_limit (h := fun x => x) contDiff_id
    (hL.congr fun m => by simp [xcField])
  simp at h1
```

The vanishing of the field is the length argument from before: `squeeze_zero_norm'` bounds the field by $|h'(s)|$, which is continuous in $m$ and zero at the origin.

```lean
/-- For continuously differentiable `h` with `h'(0) = 0`, the field `h'(s) u` tends to zero
with the magnetisation. -/
theorem xcField_tendsto_zero {h : ℝ → ℝ} (hh : ContDiff ℝ 1 h) (h0 : deriv h 0 = 0) :
    Tendsto (xcField h) (𝓝[≠] (0 : V)) (𝓝 0) := by
  have c : Continuous (fun m : V => ‖deriv h ‖m‖‖) :=
    ((contDiff_one_iff_deriv.1 hh).2.comp continuous_norm).norm
  have hc := c.tendsto 0
  simp only [norm_zero, h0] at hc
  refine squeeze_zero_norm' ?_ (hc.mono_left nhdsWithin_le_nhds)
  filter_upwards [self_mem_nhdsWithin] with m hm
  rw [xcField, norm_smul, (spinDir_polar hm).1, mul_one]
```

**Q.** So far the field and kernel are formulas that you wrote down. What ties them to the energy?

**A.** Differentiation, for $m\ne0$. Start with the length. From $s=\sqrt{m\cdot m}$ one gets $ds=(m\cdot dm)/s=u\cdot dm$. The proof likewise differentiates the square root of the squared norm. `HasFDerivAt` states that a given linear map is the derivative at a point, and `innerSL ℝ (spinDir m)` is the map $v\mapsto u\cdot v$.

```lean
/-- For `m ≠ 0` the derivative of the length `|m|` is the inner product with `u`. -/
theorem hasFDerivAt_length {m : V} (hm : m ≠ 0) :
    HasFDerivAt (fun x : V => ‖x‖) (innerSL ℝ (spinDir m)) m := by
  have hs : ‖m‖ ≠ 0 := norm_ne_zero_iff.2 hm
  have h := (hasStrictFDerivAt_norm_sq m).hasFDerivAt.sqrt (pow_ne_zero 2 hs)
  simp only [Real.sqrt_sq, norm_nonneg] at h
  refine h.congr_fderiv (ContinuousLinearMap.ext fun v => ?_)
  have hi : ∀ a b : V, innerSL ℝ a b = inner ℝ a b := fun _ _ => rfl
  simp only [spinDir, smul_apply, hi, real_inner_smul_left, smul_eq_mul,
    nsmul_eq_mul, Nat.cast_ofNat]
  field_simp
```

The chain rule then gives $d\,h(s)=h'(s)\,u\cdot dm$, so the field is the gradient of the energy density.

```lean
/-- For `m ≠ 0` and `h` differentiable at `|m|`, the field `h'(s) u` is the gradient of the
energy density `h(|m|)`. -/
theorem xcField_is_gradient {h : ℝ → ℝ} {m : V} (hm : m ≠ 0) (hh : DifferentiableAt ℝ h ‖m‖) :
    HasFDerivAt (fun x : V => h ‖x‖) (innerSL ℝ (xcField h m)) m := by
  refine (hh.hasDerivAt.comp_hasFDerivAt m (hasFDerivAt_length hm)).congr_fderiv
    (ContinuousLinearMap.ext fun v => ?_)
  change deriv h ‖m‖ * inner ℝ (spinDir m) v = inner ℝ (deriv h ‖m‖ • spinDir m) v
  rw [real_inner_smul_left]
```

For the kernel, write the field as $(h'(s)/s)\,m$ and differentiate in the direction $v$:

$$\frac{h'}{s}\,v+\frac{h''s-h'}{s^2}\,(u\cdot v)\,m
=\frac{h'}{s}\,v+\Big(h''-\frac{h'}{s}\Big)(u\cdot v)\,u .$$

The right-hand side is $K(m)v$. In the proof, `hq` is the quotient rule, `hc` combines the chain and product rules, `hx` replaces $m$ by $su$, and `hk` simplifies the scalar coefficient.

```lean
/-- For `m ≠ 0` and twice continuously differentiable `h`, the kernel is the derivative of the
field `h'(s) u` with respect to the magnetisation. -/
theorem xcKernel_is_derivative {h : ℝ → ℝ} (hh : ContDiff ℝ 2 h) {m : V} (hm : m ≠ 0) :
    HasFDerivAt (xcField h) (xcKernel h m) m := by
  have hs : ‖m‖ ≠ 0 := norm_ne_zero_iff.2 hm
  have hq := ((deriv_regular hh).1 ‖m‖).hasDerivAt.fun_div (hasDerivAt_id' ‖m‖) hs
  have hc := (hq.comp_hasFDerivAt m (hasFDerivAt_length hm)).smul (hasFDerivAt_id m)
  -- the field is the vector `m` scaled by `h'(s)/s`
  have e : xcField h = fun x : V => (deriv h ‖x‖ / ‖x‖) • x := by
    funext x
    rw [xcField, spinDir, smul_smul, div_eq_mul_inv]
  rw [e]
  refine hc.congr_fderiv (ContinuousLinearMap.ext fun v => ?_)
  change (deriv h ‖m‖ / ‖m‖) • v + (((deriv (deriv h) ‖m‖ * ‖m‖ - deriv h ‖m‖ * 1) / ‖m‖ ^ 2)
      * inner ℝ (spinDir m) v) • m
    = deriv (deriv h) ‖m‖ • (inner ℝ (spinDir m) v • spinDir m)
      + (deriv h ‖m‖ / ‖m‖) • (v - inner ℝ (spinDir m) v • spinDir m)
  have hx : ∀ a : ℝ, a • m = (a * ‖m‖) • spinDir m := fun a => by
    rw [mul_smul, (spinDir_polar hm).2]
  have hk : ((deriv (deriv h) ‖m‖ * ‖m‖ - deriv h ‖m‖ * 1) / ‖m‖ ^ 2
      * inner ℝ (spinDir m) v) * ‖m‖
      = (deriv (deriv h) ‖m‖ - deriv h ‖m‖ / ‖m‖) * inner ℝ (spinDir m) v := by
    field_simp
  rw [hx, hk]
  module
```

**Q.** And the limit of the kernel: in what sense does an operator converge?

**A.** In operator norm, so the error is uniformly small over all unit vectors $v$. In $\mathbb R^3$ this implies convergence of every matrix element.

The proof follows the regrouped formula. `hr` is the difference quotient, `hg` evaluates it at $s=|m|$, and `h2` is the limit of $h''(s)$. `hP` removes the term with $uu^T$, using the bound `hb` on the projector, which is the Cauchy–Schwarz inequality. The final `module` checks that the regrouped expression equals the kernel as defined.

```lean
/-- For twice continuously differentiable `h` with `h'(0) = 0`, the noncollinear kernel tends in
operator norm to `h''(0)` times the identity as the magnetisation tends to zero. -/
theorem xcKernel_tendsto {h : ℝ → ℝ} (hh : ContDiff ℝ 2 h) (h0 : deriv h 0 = 0) :
    Tendsto (xcKernel h) (𝓝[≠] (0 : V))
      (𝓝 (deriv (deriv h) 0 • ContinuousLinearMap.id ℝ V)) := by
  have hn : Tendsto (fun m : V => ‖m‖) (𝓝[≠] 0) (𝓝[≠] 0) := by
    refine tendsto_nhdsWithin_iff.2 ⟨tendsto_norm_zero.mono_left nhdsWithin_le_nhds, ?_⟩
    filter_upwards [self_mem_nhdsWithin] with m hm
    exact norm_ne_zero_iff.2 hm
  -- `h'(s)/s` is a difference quotient of `h'` at zero
  have hr : Tendsto (fun s => deriv h s / s) (𝓝[≠] 0) (𝓝 (deriv (deriv h) 0)) := by
    refine (hasDerivAt_iff_tendsto_slope.1 ((deriv_regular hh).1 0).hasDerivAt).congr
      fun s => ?_
    rw [slope_def_field, h0, sub_zero, sub_zero]
  have hg : Tendsto (fun m : V => deriv h ‖m‖ / ‖m‖) (𝓝[≠] 0) (𝓝 (deriv (deriv h) 0)) :=
    hr.comp hn
  have h2 : Tendsto (fun m : V => deriv (deriv h) ‖m‖) (𝓝[≠] 0) (𝓝 (deriv (deriv h) 0)) :=
    ((deriv_regular hh).2.tendsto 0).comp (hn.mono_right nhdsWithin_le_nhds)
  have hd := (h2.sub hg).norm
  rw [sub_self, norm_zero] at hd
  -- the anisotropic part vanishes: its coefficient tends to zero and the projector is bounded
  have hP : Tendsto (fun m : V => (deriv (deriv h) ‖m‖ - deriv h ‖m‖ / ‖m‖) • spinProj m)
      (𝓝[≠] 0) (𝓝 0) := by
    refine squeeze_zero_norm' ?_ hd
    filter_upwards [self_mem_nhdsWithin] with m hm
    have hb : ‖spinProj m‖ ≤ 1 := by
      refine ContinuousLinearMap.opNorm_le_bound _ zero_le_one fun v => ?_
      change ‖(inner ℝ (spinDir m) v : ℝ) • spinDir m‖ ≤ 1 * ‖v‖
      have hi := norm_inner_le_norm (𝕜 := ℝ) (spinDir m) v
      rw [(spinDir_polar hm).1] at hi
      rw [norm_smul, (spinDir_polar hm).1, mul_one]
      exact hi
    rw [norm_smul]
    exact mul_le_of_le_one_right (norm_nonneg _) hb
  have hsum := (hg.smul_const (ContinuousLinearMap.id ℝ V)).add hP
  rw [add_zero] at hsum
  refine hsum.congr fun m => ?_
  rw [xcKernel]
  module
```

**Q.** A limit from magnetic states need not be the response of the nonmagnetic state itself. A derivative can have a limit at a point where the function jumps, and there the function isn't differentiable.

**A.** Here there is no jump: with the value zero at $m=0$ the field is continuous, and the mean value theorem would then give differentiability from the limit of the kernel. The file proves it directly instead. Write $F(m)=h'(s)\,u$ for $m\neq0$ and $F(0)=0$. Then, for $m\neq0$,

$$F(m)-F(0)-h''(0)\,m=\big(h'(s)-s\,h''(0)\big)\,u ,$$

since both vectors lie along $u$. The length of the right-hand side is $|h'(s)-h'(0)-s\,h''(0)|$, which is $o(s)$ because $h'$ is differentiable at zero. So $F$ has derivative $h''(0)\,1$ at the origin.

In the code, `ho` is the one-dimensional little-o statement, `hc` substitutes $s=|m|$, and the case split treats $m=0$ separately.

```lean
/-- For twice continuously differentiable `h` with `h'(0) = 0`, the field, set to zero at
`m = 0`, is differentiable there with derivative `h''(0)` times the identity. -/
theorem xcField_derivative_at_zero {h : ℝ → ℝ} (hh : ContDiff ℝ 2 h) (h0 : deriv h 0 = 0) :
    HasFDerivAt (xcField h) (deriv (deriv h) 0 • ContinuousLinearMap.id ℝ V) (0 : V) := by
  have ho := hasDerivAt_iff_isLittleO.1 ((deriv_regular hh).1 0).hasDerivAt
  simp only [h0, sub_zero, smul_eq_mul] at ho
  have hc := ho.comp_tendsto (tendsto_norm_zero (E := V))
  have hz : xcField h (0 : V) = 0 := by simp [xcField, spinDir]
  rw [hasFDerivAt_iff_isLittleO_nhds_zero]
  refine Asymptotics.IsLittleO.of_norm_norm
    (hc.norm_norm.congr (fun m => ?_) (fun m => norm_norm m))
  change ‖deriv h ‖m‖ - ‖m‖ * deriv (deriv h) 0‖
    = ‖xcField h (0 + m) - xcField h 0 - deriv (deriv h) 0 • m‖
  rw [zero_add, hz, sub_zero]
  by_cases hm : m = 0
  · simp [hm, hz, h0]
  · -- both vectors are multiples of `u`, so only their coefficients matter
    have hx : deriv (deriv h) 0 • m = (‖m‖ * deriv (deriv h) 0) • spinDir m := by
      rw [mul_comm, mul_smul, (spinDir_polar hm).2]
    rw [hx, xcField, ← sub_smul, norm_smul, (spinDir_polar hm).1, mul_one]

end

end NoncollinearKernel
```

**Q.** Is $F(0)=0$ really the field there, or just a convenient value?

**A.** It is the gradient of $h(|m|)$ at the origin, since $h(s)-h(0)=o(s)$ when $h'(0)=0$. I add that line by hand, as the gradient theorem in the file assumes $m\neq0$. With it, $h''(0)\,1$ is the second derivative of the energy density at zero magnetisation, and a program that evaluates $K$ can use this value at points where $m=0$.

```lean
#print axioms NoncollinearKernel.xcField_is_gradient
-- 'NoncollinearKernel.xcField_is_gradient' depends on axioms: [propext, Classical.choice, Quot.sound]
#print axioms NoncollinearKernel.xcKernel_is_derivative
-- 'NoncollinearKernel.xcKernel_is_derivative' depends on axioms: [propext, Classical.choice, Quot.sound]
#print axioms NoncollinearKernel.xcKernel_tendsto
-- 'NoncollinearKernel.xcKernel_tendsto' depends on axioms: [propext, Classical.choice, Quot.sound]
#print axioms NoncollinearKernel.xcField_derivative_at_zero
-- 'NoncollinearKernel.xcField_derivative_at_zero' depends on axioms: [propext, Classical.choice, Quot.sound]
```
